# A closed equation for the amplitude of one centre in two-centre scattering

For two scattering centres with potentials V₀ and V₁, let T satisfy T = V + VGT with V = V₀ + V₁, and let Q₀ = V₀ + V₀GT be the part of T in which centre 0 acts last. The theorem `two_centres` states that (1 − t₀Gt₁G)Q₀ = t₀ + t₀Gt₁, where tᵢ = (1 − VᵢG)⁻¹Vᵢ is the transition operator of a single centre. All quantities are elements of an arbitrary ring, in general non-commutative, and both 1 − VᵢG are assumed invertible; the factor in front of Q₀ is not claimed to be. The proof takes the two coupled equations Q₀ = t₀ + t₀GQ₁ and Q₁ = t₁ + t₁GQ₀, multiplies the second by t₀G from the left, and adds the result to the first to eliminate Q₁.

In Lean, a first try:

```lean
import Mathlib

open Finset

namespace MultipleScattering

noncomputable section

variable {R ι : Type*} [Ring R]

/-- The transition operator `t i = (1 - V i G)⁻¹ V i` of the single centre `i`. -/
def centreT (V : ι → R) (G : R) (i : ι) : R :=
  Ring.inverse (1 - V i * G) * V i

/-- The part `V i + V i G T` of the full scattering in which centre `i` acts last. -/
def centreAmp (V : ι → R) (G T : R) (i : ι) : R :=
  V i + V i * G * T

/-- For one centre, an equation with the bare potential `V i` and total amplitude `q + s`
is equivalent to an equation with `t i` in which only the amplitude `s` is incident. -/
theorem single_centre_iff (V : ι → R) (G : R) (i : ι) (hu : IsUnit (1 - V i * G))
    (q s : R) :
    q = V i + V i * G * (q + s) ↔ q = centreT V G i + centreT V G i * G * s := by
  have h1 := Ring.inverse_mul_cancel _ hu
  have h2 := Ring.mul_inverse_cancel _ hu
  unfold centreT
  generalize Ring.inverse (1 - V i * G) = w at h1 h2 ⊢
  constructor
  · intro h
    -- collect the repeated scattering at centre `i` on the left
    have e : (1 - V i * G) * q = V i + V i * G * s := by
      linear_combination (norm := noncomm_ring) h
    calc q = w * (1 - V i * G) * q := by rw [h1, one_mul]
      _ = w * ((1 - V i * G) * q) := mul_assoc _ _ _
      _ = w * (V i + V i * G * s) := by rw [e]
      _ = w * V i + w * V i * G * s := by noncomm_ring
  · intro h
    have e : (1 - V i * G) * q = V i + V i * G * s := by
      calc (1 - V i * G) * q
          = (1 - V i * G) * (w * V i + w * V i * G * s) :=
            congrArg (fun x => (1 - V i * G) * x) h
        _ = ((1 - V i * G) * w) * (V i + V i * G * s) := by noncomm_ring
        _ = V i + V i * G * s := by rw [h2, one_mul]
    linear_combination (norm := noncomm_ring) e

variable [Fintype ι]

/-- The equation `T = V + V G T` for the total potential `V = ∑ i, V i`. -/
def IsTransition (V : ι → R) (G T : R) : Prop :=
  T = ∑ i, V i + (∑ i, V i) * G * T

/-- `T` solves the full scattering equation exactly when it is the sum of its
centre amplitudes. -/
theorem isTransition_iff_sum (V : ι → R) (G T : R) :
    IsTransition V G T ↔ T = ∑ i, centreAmp V G T i := by
  simp only [IsTransition, centreAmp, Finset.sum_add_distrib, ← Finset.sum_mul]

variable [DecidableEq ι]

/-- Multiple scattering equations: `T` is the sum of the centre amplitudes, and each of them
is `t i` plus the scattering by `t i` of the amplitudes of all other centres. -/
theorem multiple_scattering (V : ι → R) (G T : R) (hu : ∀ i, IsUnit (1 - V i * G))
    (hT : IsTransition V G T) :
    T = ∑ i, centreAmp V G T i ∧
      ∀ i, centreAmp V G T i =
        centreT V G i + centreT V G i * G * ∑ j ∈ univ.erase i, centreAmp V G T j := by
  have hs := (isTransition_iff_sum V G T).1 hT
  refine ⟨hs, fun i => (single_centre_iff V G i (hu i) _ _).1 ?_⟩
  -- the amplitude of centre `i` and those of the others add up to `T`
  rw [Finset.add_sum_erase univ (centreAmp V G T) (mem_univ i), ← hs]
  rfl

/-- For two centres the amplitude of the first obeys a closed equation, whose kernel
describes one round trip between the centres. -/
theorem two_centres (V : Fin 2 → R) (G T : R) (hu : ∀ i, IsUnit (1 - V i * G))
    (hT : IsTransition V G T) :
    (1 - centreT V G 0 * G * centreT V G 1 * G) * centreAmp V G T 0 =
      centreT V G 0 + centreT V G 0 * G * centreT V G 1 := by
  obtain ⟨-, hc⟩ := multiple_scattering V G T hu hT
  have q0 := hc 0
  have q1 := hc 1
  rw [show (univ : Finset (Fin 2)).erase 0 = {1} by decide, Finset.sum_singleton] at q0
  rw [show (univ : Finset (Fin 2)).erase 1 = {0} by decide, Finset.sum_singleton] at q1
  have q2 := congrArg (fun x => centreT V G 0 * G * x) q1
  dsimp only at q2
  linear_combination (norm := noncomm_ring) q0 + q2

end

end MultipleScattering
```

Lean reports:

```
Main.lean:85:2: error: `dsimp` made no progress
```

Fix (accepted with no message):

```diff
@@ -83,5 +83,5 @@
   rw [show (univ : Finset (Fin 2)).erase 1 = {0} by decide, Finset.sum_singleton] at q1
   have q2 := congrArg (fun x => centreT V G 0 * G * x) q1
-  dsimp only at q2
+
   linear_combination (norm := noncomm_ring) q0 + q2
 
```

Cause. The message concerns the line `dsimp only at q2`. The hypothesis `q2` comes from applying `congrArg` to the function `fun x => centreT V G 0 * G * x` and the equation `q1`. The `dsimp only` was there to carry out the application of this function to the two sides, that is, to put each side in place of `x`. But Lean had already done this when it gave `q2` its type, so `q2` was a plain equation between products. Without any lemmas to unfold or rewrite with, `dsimp only` found nothing to simplify, and `dsimp` treats that as an error.

The repair deletes the call and leaves an empty line in its place. Nothing is lost, since `q2` already has the form that the final `linear_combination` needs, and that step is unchanged.
